# Bond-fragment energies, corrected for how often each atom is counted, give the molecular energy without its angle terms

The molecule is a finite graph, and the energy of any fragment is by definition a sum of atom, bond and angle terms, with the same terms used in every fragment and values in an additive commutative group. `bond_scheme_misses_angles` says that if we add the energies of all single-bond fragments and subtract each isolated atom's energy times its degree minus one, we get the molecular energy less its angle terms. The attempt first shows that an isolated atom has no angles, and so that its fragment energy is just its atom term, a fact named `ha`. It then rewrites the bond sum with the earlier lemma `sum_bond_energy`, simplifies, and leaves the remaining cancellation to `abel`.

The failing Lean file:

```lean
import Mathlib

open Finset

namespace ConnectivityHierarchy

noncomputable section

/-- A molecular fragment: a finite set of atoms and a finite set of bonds. -/
structure Fragment (V : Type*) where
  atoms : Finset V
  bonds : Finset (Sym2 V)

/-- Energy contributions of single atoms, of bonds, and of angles; an angle is given by
its central atom and the unordered pair of its outer atoms. -/
structure LocalTerms (V A : Type*) where
  atom : V → A
  bond : Sym2 V → A
  angle : V → Sym2 V → A

variable {V A : Type*} [Fintype V] [DecidableEq V] [AddCommGroup A]

open Classical in
/-- The angles of a fragment centred at `v`: pairs of distinct atoms, both bonded to `v`
within the fragment. -/
def Fragment.angles (F : Fragment V) (v : V) : Finset (Sym2 V) :=
  Finset.univ.filter (fun p => ¬ p.IsDiag ∧ ∀ u ∈ p, s(v, u) ∈ F.bonds)

/-- The energy of a fragment: the sum of its atom, bond and angle terms. -/
def energy (T : LocalTerms V A) (F : Fragment V) : A :=
  ∑ v ∈ F.atoms, T.atom v + ∑ e ∈ F.bonds, T.bond e + ∑ v, ∑ p ∈ F.angles v, T.angle v p

/-- The whole molecule, with all atoms and all bonds of the graph. -/
def molecule (G : SimpleGraph V) [DecidableRel G.Adj] : Fragment V :=
  ⟨Finset.univ, G.edgeFinset⟩

/-- The fragment made of one bond and its end atoms. -/
def bondFragment (e : Sym2 V) : Fragment V := ⟨e.toFinset, {e}⟩

/-- The fragment made of one isolated atom. -/
def atomFragment (v : V) : Fragment V := ⟨{v}, ∅⟩

/-- A single bond contains no angle. -/
theorem bond_angles (e : Sym2 V) (w : V) : (bondFragment e).angles w = ∅ := by
  apply Finset.eq_empty_of_forall_notMem
  intro p
  induction p using Sym2.ind with
  | _ x y =>
    intro hp
    simp only [Fragment.angles, Finset.mem_filter, Finset.mem_univ, true_and] at hp
    obtain ⟨hxy, hb⟩ := hp
    have hx := hb x (Sym2.mem_mk_left x y)
    have hy := hb y (Sym2.mem_mk_right x y)
    simp only [bondFragment, Finset.mem_singleton] at hx hy
    have h : x = y := Sym2.congr_right.mp (hx.trans hy.symm)
    apply hxy
    rw [h]
    simp

/-- Summed over all bond fragments, each atom term is counted as often as the degree of the
atom, and each bond term once. -/
theorem sum_bond_energy (G : SimpleGraph V) [DecidableRel G.Adj] (T : LocalTerms V A) :
    ∑ e ∈ G.edgeFinset, energy T (bondFragment e) =
      ∑ v, G.degree v • T.atom v + ∑ e ∈ G.edgeFinset, T.bond e := by
  have hatom : ∑ e ∈ G.edgeFinset, ∑ v ∈ e.toFinset, T.atom v
      = ∑ v, G.degree v • T.atom v := by
    rw [Finset.sum_comm' (s' := fun v => G.edgeFinset.filter (fun e => v ∈ e))
      (t' := Finset.univ) (by intro x y; simp)]
    apply Finset.sum_congr rfl
    intro v _
    rw [Finset.sum_const, ← SimpleGraph.incidenceFinset_eq_filter,
      SimpleGraph.card_incidenceFinset_eq_degree]
  have he : ∀ e : Sym2 V, energy T (bondFragment e)
      = ∑ v ∈ e.toFinset, T.atom v + T.bond e := by
    intro e
    simp only [energy, bond_angles, Finset.sum_empty, Finset.sum_const_zero, add_zero]
    simp [bondFragment]
  simp only [he, Finset.sum_add_distrib, hatom]

/-- The sum of the bond-fragment energies, minus the energy of each isolated atom times its degree
minus one, is the molecular energy without its angle terms. -/
theorem bond_scheme_misses_angles (G : SimpleGraph V) [DecidableRel G.Adj]
    (T : LocalTerms V A) :
    ∑ e ∈ G.edgeFinset, energy T (bondFragment e)
        - ∑ v, ((G.degree v : ℤ) - 1) • energy T (atomFragment v)
      = energy T (molecule G) - ∑ v, ∑ p ∈ (molecule G).angles v, T.angle v p := by
  have hempty : ∀ v w : V, (atomFragment v).angles w = ∅ := by
    intro v w
    apply Finset.eq_empty_of_forall_notMem
    intro p
    induction p using Sym2.ind with
    | _ x y =>
      intro hp
      simp only [Fragment.angles, Finset.mem_filter] at hp
      have hx := hp.2.2 x (Sym2.mem_mk_left x y)
      simp [atomFragment] at hx
  have ha : ∀ v, energy T (atomFragment v) = T.atom v := by
    intro v
    simp only [energy, hempty, Finset.sum_empty, Finset.sum_const_zero, add_zero]
    simp [atomFragment]
  rw [sum_bond_energy]
  simp only [ha, energy, molecule, sub_smul, one_smul, natCast_zsmul,
    Finset.sum_sub_distrib]
  abel

end

end ConnectivityHierarchy
```

Compiling this gives:

```
Try this:
  [apply] abel_nf
Main.lean:86:81: error: unsolved goals
V : Type u_1
A : Type u_2
inst✝³ : Fintype V
inst✝² : DecidableEq V
inst✝¹ : AddCommGroup A
G : SimpleGraph V
inst✝ : DecidableRel G.Adj
T : LocalTerms V A
hempty : ∀ (v w : V), (atomFragment v).angles w = ∅
ha : ∀ (v : V), energy T (atomFragment v) = T.atom v
⊢ ∑ v, G.degree v • T.atom v +
      (∑ e ∈ G.edgeFinset, T.bond e +
        (-1 •
            ∑ x,
              G.degree x •
                (∑ v ∈ (atomFragment x).atoms, T.atom v +
                  (∑ e ∈ (atomFragment x).bonds, T.bond e + ∑ v, ∑ p ∈ (atomFragment x).angles v, T.angle v p)) +
          ∑ x,
            (∑ v ∈ (atomFragment x).atoms, T.atom v +
              (∑ e ∈ (atomFragment x).bonds, T.bond e + ∑ v, ∑ p ∈ (atomFragment x).angles v, T.angle v p)))) =
    ∑ e ∈ G.edgeFinset, T.bond e + ∑ v, T.atom v
Main.lean:102:13: warning: This simp argument is unused:
  ha

Hint: Omit it from the simp argument list.
  [apply] simp only [energy, molecule, sub_smul, one_smul, natCast_zsmul, Finset.sum_sub_distrib]

Note: This linter can be disabled with `set_option linter.unusedSimpArgs false`
```

The mended proof, as a diff:

```diff
@@ -100,6 +100,6 @@
     simp [atomFragment]
   rw [sum_bond_energy]
-  simp only [ha, energy, molecule, sub_smul, one_smul, natCast_zsmul,
-    Finset.sum_sub_distrib]
+  simp only [ha, sub_smul, one_smul, natCast_zsmul, Finset.sum_sub_distrib]
+  simp only [energy, molecule]
   abel
 
```

Diagnosis. The error says that the theorem is left with an unproved goal. In that goal the energies of the isolated atoms appear written out as sums over the atoms, bonds and angles of `atomFragment x`, where plain atom terms were wanted. The warning that `ha` is unused shows why. `ha` rewrites expressions of the form `energy T (atomFragment v)`, but the same `simp only` call was also told to unfold `energy`, and it did so before `ha` could apply. `abel` only rearranges and cancels terms in a commutative group, and can't work out what those inner sums are. Lean's suggestion of `abel_nf` would only normalise the goal, not close it.

The repair splits the call in two. The first `simp only` uses `ha` while `energy` is still folded, so each isolated atom's energy becomes `T.atom v`. The second unfolds `energy` and `molecule` for the whole molecule. The sums left over then match, and `abel` closes the goal.
